# Under the acoustic sum rule, a chain's cubic vertex is at most |q| times the absolute first moment of its force constants

Before I Fourier transform fitted third-order force constants to get phonon scattering rates, I correct them so that their sums over one atom index vanish. The reason I give is that a long-wavelength acoustic phonon is nearly a rigid translation, so its cubic coupling has to go to zero with its wavevector.

For a chain with real constants \(\Psi(r,s)\), where \(r\) and \(s\) are integer lattice separations and only finitely many constants are non-zero, the claim should read as follows. If \(\sum_s\Psi(r,s)=0\) for every \(r\), then

\[
V(p,q)=\sum_{r,s}\Psi(r,s)\,e^{i(pr+qs)}
\quad\text{satisfies}\quad
|V(p,q)|\le |q|\sum_{r,s}|s|\,|\Psi(r,s)|
\]

for all real \(p\) and \(q\). Can this be made rigorous and machine-checked? I would also like to know whether the sum rule is really needed, and whether the bound can be tightened.

## The sum rule turns each phase into a phase difference

Yes. Think of \(\Psi(r,s)\) as the third derivative of the potential energy with respect to the displacements of atoms \(0\), \(r\) and \(s\). The sum over \(s\) is then the rate at which the harmonic constant between atoms \(0\) and \(r\) changes as the whole chain is displaced uniformly, and translation invariance makes it zero.

Multiply the sum rule for row \(r\) by \(e^{ipr}\), sum over \(r\), and subtract the resulting zero from \(V\):

\[
V(p,q)=\sum_{r,s}\Psi(r,s)\,e^{ipr}\left(e^{iqs}-1\right).
\]

For real \(x\),

\[
|e^{ix}-1|^2=(\cos x-1)^2+\sin^2x=2-2\cos x\le x^2,
\]

because \(\cos x\ge 1-x^2/2\). With \(x=qs\) and \(|e^{ipr}|=1\), the triangle inequality gives

\[
|V(p,q)|\le\sum_{r,s}|\Psi(r,s)|\,|qs|=|q|\,M,\qquad M=\sum_{r,s}|s|\,|\Psi(r,s)|.
\]

**The sum rule is needed.** Write \(S_r=\sum_s\Psi(r,s)\), so that \(V(p,0)=\sum_r S_r e^{ipr}\). If this vanishes for every \(p\), multiplying by \(e^{-ipr'}\) and integrating over \(0\le p\le 2\pi\) gives \(2\pi S_{r'}=0\) for each \(r'\). Decoupling at \(q=0\) for all \(p\) is therefore equivalent to the sum rule.

**The leading coefficient is explicit.** Since \(V(p,0)=0\), the quotient \(V(p,q)/q\) tends to the \(q\)-derivative at zero:

\[
\lim_{q\to0}\frac{V(p,q)}{q}=\sum_{r,s} i s\,\Psi(r,s)\,e^{ipr}.
\]

If this coefficient is zero at some \(p\), the vertex vanishes there faster than linearly.

**The prefactor is optimal.** Take \(\Psi(0,1)=1\), \(\Psi(0,0)=-1\) and all other constants zero. The sum rule holds, \(M=1\), and \(V(p,q)=e^{iq}-1\), so \(|V(p,q)|/|q|\to1\). A bound \(|V|\le C|q|M\) for all \(q\) thus forces \(C\ge1\). This settles the prefactor only. For given constants the vertex can be much smaller than \(|q|M\): terms of opposite sign can cancel at small \(q\), and at large \(|q|\) the bound keeps growing while \(V\) is periodic in \(q\).

Here is the complete Lean file.

```lean
import Mathlib

open Filter Topology
open Complex (I)

namespace SoftPhononDecoupling

noncomputable section

/-- Cubic force constants `Ψ r s` of a chain: real and non-zero for finitely many pairs of
lattice separations `r`, `s`. -/
abbrev CubicConstants := ℤ →₀ ℤ →₀ ℝ

/-- The cubic vertex `V(p,q) = ∑ Ψ(r,s) exp(i(pr + qs))`. -/
def vertex (Ψ : CubicConstants) (p q : ℝ) : ℂ :=
  Ψ.sum fun r f => f.sum fun s c => (c : ℂ) * Complex.exp (I * (p * r + q * s))

/-- The acoustic sum rule in the second index: `∑ₛ Ψ(r,s) = 0` for every `r`. -/
def AcousticSumRule (Ψ : CubicConstants) : Prop :=
  ∀ r, ((Ψ r).sum fun _ c => c) = 0

/-- The absolute first moment `∑ |s| |Ψ(r,s)|` of the force constants. -/
def firstMoment (Ψ : CubicConstants) : ℝ :=
  Ψ.sum fun _ f => f.sum fun s c => |(s : ℝ)| * |c|

/-- The long-wave coupling coefficient `∑ i s Ψ(r,s) exp(ipr)`. -/
def longWaveCoupling (Ψ : CubicConstants) (p : ℝ) : ℂ :=
  Ψ.sum fun r f => f.sum fun s c => (c : ℂ) * (I * s) * Complex.exp (I * (p * r))

/-- A phase factor `exp(ix)` differs from one by at most `|x|`. -/
theorem norm_phase_sub_one_le (x : ℝ) : ‖Complex.exp (I * x) - 1‖ ≤ |x| := by
  have hre : (Complex.exp (I * x)).re = Real.cos x := by
    rw [mul_comm]; exact Complex.exp_ofReal_mul_I_re x
  have him : (Complex.exp (I * x)).im = Real.sin x := by
    rw [mul_comm]; exact Complex.exp_ofReal_mul_I_im x
  refine (sq_le_sq₀ (norm_nonneg _) (abs_nonneg x)).1 ?_
  rw [Complex.sq_norm, sq_abs, Complex.normSq_apply, Complex.sub_re, Complex.sub_im,
    Complex.one_re, Complex.one_im, hre, him]
  nlinarith [Real.one_sub_sq_div_two_le_cos (x := x), Real.sin_sq_add_cos_sq x]

/-- Under the acoustic sum rule the vertex equals `∑ Ψ(r,s) exp(ipr) (exp(iqs) - 1)`. -/
theorem vertex_eq_phase_difference {Ψ : CubicConstants} (hΨ : AcousticSumRule Ψ) (p q : ℝ) :
    vertex Ψ p q = Ψ.sum fun r f => f.sum fun s c =>
      (c : ℂ) * Complex.exp (I * (p * r)) * (Complex.exp (I * (q * s)) - 1) := by
  simp only [vertex, Finsupp.sum]
  refine Finset.sum_congr rfl fun r _ => ?_
  have h : ∑ s ∈ (Ψ r).support, ((Ψ r s : ℝ) : ℂ) = 0 := by
    have h' := hΨ r
    simp only [Finsupp.sum] at h'
    exact_mod_cast h'
  -- the subtracted term is a common phase times the vanishing row sum
  have h2 : ∑ s ∈ (Ψ r).support, ((Ψ r s : ℝ) : ℂ) * Complex.exp (I * (p * r)) = 0 := by
    rw [← Finset.sum_mul, h, zero_mul]
  rw [← sub_eq_zero, ← Finset.sum_sub_distrib, ← h2]
  refine Finset.sum_congr rfl fun s _ => ?_
  rw [mul_add, Complex.exp_add]
  ring

/-- Under the acoustic sum rule `|V(p,q)| ≤ |q| ∑ |s| |Ψ(r,s)|` for all real wavevectors `p`, `q`.
-/
theorem norm_vertex_le {Ψ : CubicConstants} (hΨ : AcousticSumRule Ψ) (p q : ℝ) :
    ‖vertex Ψ p q‖ ≤ |q| * firstMoment Ψ := by
  rw [vertex_eq_phase_difference hΨ]
  simp only [Finsupp.sum, firstMoment, Finset.mul_sum]
  refine (norm_sum_le _ _).trans (Finset.sum_le_sum fun r _ =>
    (norm_sum_le _ _).trans (Finset.sum_le_sum fun s _ => ?_))
  have h1 : ‖Complex.exp (I * (p * r))‖ = 1 := by
    have h := Complex.norm_exp_ofReal_mul_I (p * r)
    push_cast at h
    rwa [mul_comm I]
  have h2 : ‖Complex.exp (I * (q * s)) - 1‖ ≤ |q * s| := by
    have h := norm_phase_sub_one_le (q * s)
    push_cast at h
    exact h
  rw [norm_mul, norm_mul, h1, mul_one, Complex.norm_real, Real.norm_eq_abs]
  calc |Ψ r s| * ‖Complex.exp (I * (q * s)) - 1‖ ≤ |Ψ r s| * |q * s| :=
        mul_le_mul_of_nonneg_left h2 (abs_nonneg _)
    _ = |q| * (|(s : ℝ)| * |Ψ r s|) := by rw [abs_mul]; ring

/-- The plane wave `p ↦ exp(ipr)` as a character of the additive group of wavevectors. -/
def planeWave (r : ℤ) : Multiplicative ℝ →* ℂ where
  toFun x := Complex.exp (I * ((Multiplicative.toAdd x : ℝ) * r))
  map_one' := by simp
  map_mul' x y := by
    rw [← Complex.exp_add, toAdd_mul]
    congr 1
    push_cast
    ring

/-- Different lattice separations give different plane waves. -/
theorem planeWave_injective : Function.Injective planeWave := by
  intro r r' h
  by_contra hne
  have hd : (r : ℝ) - r' ≠ 0 := sub_ne_zero.2 (by exact_mod_cast hne)
  -- choose a wavevector at which the two waves are in antiphase
  obtain ⟨x, hx⟩ : ∃ x : ℝ, x * r = x * r' + Real.pi :=
    ⟨Real.pi / (r - r'), by linear_combination div_mul_cancel₀ Real.pi hd⟩
  have hxc : (x : ℂ) * r = x * r' + Real.pi := by exact_mod_cast hx
  have h1 : Complex.exp (I * (x * r)) = Complex.exp (I * (x * r')) :=
    DFunLike.congr_fun h (Multiplicative.ofAdd x)
  rw [hxc, mul_add, Complex.exp_add, mul_comm I (Real.pi : ℂ), Complex.exp_pi_mul_I] at h1
  have h2 : Complex.exp (I * (x * r')) = 0 := by linear_combination (-1 / 2 : ℂ) * h1
  exact Complex.exp_ne_zero _ h2

/-- The vertex vanishes at `q = 0` for every `p` exactly when the acoustic sum rule holds. -/
theorem vertex_zero_iff_sumRule (Ψ : CubicConstants) :
    (∀ p, vertex Ψ p 0 = 0) ↔ AcousticSumRule Ψ := by
  constructor
  · intro h r
    by_cases hr : r ∈ Ψ.support
    · -- distinct plane waves are linearly independent, so each row sum vanishes
      have li := (linearIndependent_monoidHom (Multiplicative ℝ) ℂ).comp planeWave
        planeWave_injective
      have h0 := linearIndependent_iff'.1 li Ψ.support
        (fun r => (((Ψ r).sum fun _ c => c : ℝ) : ℂ)) (by
          funext x
          have hx := h (Multiplicative.toAdd x)
          simp only [vertex, Finsupp.sum, Complex.ofReal_zero, zero_mul, add_zero,
            ← Finset.sum_mul, ← Complex.ofReal_sum] at hx
          rw [Finset.sum_apply]
          exact hx) r hr
      exact_mod_cast h0
    · rw [Finsupp.notMem_support_iff.1 hr]
      exact Finsupp.sum_zero_index
  · intro h p
    simpa using norm_vertex_le h p 0

/-- Under the acoustic sum rule `V(p,q)/q` tends to `∑ i s Ψ(r,s) exp(ipr)` as `q → 0`. -/
theorem tendsto_vertex_div {Ψ : CubicConstants} (hΨ : AcousticSumRule Ψ) (p : ℝ) :
    Tendsto (fun q : ℝ => vertex Ψ p q / q) (𝓝[≠] 0) (𝓝 (longWaveCoupling Ψ p)) := by
  have hd : HasDerivAt (fun q : ℝ => vertex Ψ p q) (longWaveCoupling Ψ p) 0 := by
    simp only [vertex, longWaveCoupling, Finsupp.sum]
    refine HasDerivAt.fun_sum fun r _ => HasDerivAt.fun_sum fun s _ => ?_
    have h1 : HasDerivAt (fun q : ℝ => (q : ℂ)) 1 0 := (hasDerivAt_id (0 : ℝ)).ofReal_comp
    refine ((((h1.mul_const (s : ℂ)).const_add ((p : ℂ) * r)).const_mul I).cexp.const_mul
      ((Ψ r s : ℝ) : ℂ)).congr_deriv ?_
    simp only [Complex.ofReal_zero, zero_mul, add_zero, one_mul]
    ring
  have h0 : vertex Ψ p 0 = 0 := (vertex_zero_iff_sumRule Ψ).2 hΨ p
  refine (hasDerivAt_iff_tendsto_slope_zero.1 hd).congr fun q => ?_
  simp only [zero_add, h0, sub_zero, Complex.real_smul, Complex.ofReal_inv]
  ring

/-- The row of force constants with value `1` at `s = 1` and `-1` at `s = 0`. -/
def bond : ℤ →₀ ℝ := Finsupp.single 1 1 - Finsupp.single 0 1

/-- A two-term example: `Ψ(0,1) = 1`, `Ψ(0,0) = -1`, all others zero. -/
def bondCoupling : CubicConstants := Finsupp.single 0 bond

/-- If the summand vanishes whenever the constant is zero, its lattice sum over `bondCoupling`
reduces to the terms at `(0,0)` and `(0,1)`. -/
theorem bondCoupling_sum {M : Type} [AddCommMonoid M] (g : ℤ → ℤ → ℝ → M)
    (h : ∀ r s, g r s 0 = 0) :
    (bondCoupling.sum fun r f => f.sum (g r)) = g 0 0 (-1) + g 0 1 1 := by
  have e : (bondCoupling.sum fun r f => f.sum (g r)) = bond.sum (g 0) :=
    Finsupp.sum_single_index Finsupp.sum_zero_index
  have hs : bond.support ⊆ {0, 1} := by
    intro s hs
    by_contra hn
    simp only [Finset.mem_insert, Finset.mem_singleton, not_or] at hn
    exact Finsupp.mem_support_iff.1 hs
      (by simp [bond, hn.1, hn.2])
  have b0 : bond 0 = -1 := by simp [bond]
  have b1 : bond 1 = 1 := by simp [bond]
  rw [e, Finsupp.sum_of_support_subset _ hs _ (fun s _ => h 0 s),
    Finset.sum_pair (by norm_num), b0, b1]

/-- The constants `bondCoupling` obey the acoustic sum rule, have first moment one, and their vertex
is `exp(iq) - 1`. -/
theorem bondCoupling_witness :
    AcousticSumRule bondCoupling ∧ firstMoment bondCoupling = 1 ∧
      ∀ p q : ℝ, vertex bondCoupling p q = Complex.exp (I * q) - 1 := by
  have hV : ∀ p q : ℝ, vertex bondCoupling p q = Complex.exp (I * q) - 1 := by
    intro p q
    unfold vertex
    refine (bondCoupling_sum (fun r s c => (c : ℂ) * Complex.exp (I * (p * r + q * s)))
      (by simp)).trans ?_
    simp
    ring
  refine ⟨(vertex_zero_iff_sumRule _).1 fun p => by rw [hV]; simp, ?_, hV⟩
  unfold firstMoment
  exact (bondCoupling_sum (fun _ s c => |(s : ℝ)| * |c|) (by simp)).trans (by simp)

/-- The prefactor one in `norm_vertex_le` is optimal: for the constants `bondCoupling` and any `p`,
no bound `|V(p,q)| ≤ C |q| ∑ |s| |Ψ(r,s)|` in `q` holds with `C < 1`. -/
theorem prefactor_optimal (p C : ℝ)
    (hC : ∀ q, ‖vertex bondCoupling p q‖ ≤ C * (|q| * firstMoment bondCoupling)) : 1 ≤ C := by
  obtain ⟨hS, hM, -⟩ := bondCoupling_witness
  have hL : longWaveCoupling bondCoupling p = I := by
    unfold longWaveCoupling
    exact (bondCoupling_sum
      (fun r s c => (c : ℂ) * (I * s) * Complex.exp (I * (p * r))) (by simp)).trans (by simp)
  have ht := (tendsto_vertex_div hS p).norm
  rw [hL, Complex.norm_I] at ht
  refine le_of_tendsto ht ?_
  filter_upwards [self_mem_nhdsWithin] with q hq
  have hq' : 0 < |q| := abs_pos.2 hq
  have h := hC q
  rw [hM, mul_one] at h
  rw [norm_div, Complex.norm_real, Real.norm_eq_abs, div_le_iff₀ hq']
  exact h

end

end SoftPhononDecoupling
```

```lean
#print axioms SoftPhononDecoupling.vertex_zero_iff_sumRule
#print axioms SoftPhononDecoupling.prefactor_optimal
```

```
'SoftPhononDecoupling.vertex_zero_iff_sumRule' depends on axioms: [propext, Classical.choice, Quot.sound]
'SoftPhononDecoupling.prefactor_optimal' depends on axioms: [propext, Classical.choice, Quot.sound]
```

## What the Lean definitions say about the chain

`CubicConstants` is a finitely supported function of \(r\) whose values are finitely supported functions of \(s\), which amounts to finite support on \(\mathbb Z^2\). `vertex` is \(V(p,q)\), with positive signs in the exponent and the lattice constant set to one. The wavevectors are arbitrary real numbers, not restricted to a Brillouin zone. `AcousticSumRule` is the condition on \(s\) alone, `firstMoment` is \(M\), and `longWaveCoupling` is the coefficient in the limit above.

The main theorem, `norm_vertex_le`, says that for any constants obeying the sum rule and any real \(p,q\), the modulus of the vertex is at most \(|q|M\). `vertex_zero_iff_sumRule` is the equivalence at \(q=0\), and `tendsto_vertex_div` is the limit, taken through non-zero \(q\). `prefactor_optimal` fixes a single \(p\) and shows that a bound with prefactor \(C\), valid for all \(q\) in the two-term example, requires \(1\le C\).

The sum rule is a hypothesis here; it is not derived from a translation-invariant potential. The model has one atom per cell and one displacement component, and its vertex carries no masses, polarisation vectors or factors \(\omega^{-1/2}\) from the normal-mode expansion. Nor does it impose the permutation symmetry of third derivatives. The two-term example lacks that symmetry, so it settles optimality for the class of constants in the theorem, not for the smaller class that comes from actual potentials.

## How the proof follows the derivation

`norm_phase_sub_one_le` compares the squares of both sides. It rewrites the real and imaginary parts as cosine and sine, and `nlinarith` finishes with the cosine bound and \(\sin^2x+\cos^2x=1\).

`vertex_eq_phase_difference` works row by row. The step `h2` is the row sum multiplied by the common phase \(e^{ipr}\), which is zero, and the remaining lines show that the two sides of the identity differ by exactly this sum. `norm_vertex_le` then applies the triangle inequality `norm_sum_le` twice, once for the sum over \(r\) and once for the sum over \(s\), and its `calc` block is the estimate of a single term.

For the converse, Lean uses linear independence in place of the integral. `planeWave` presents \(p\mapsto e^{ipr}\) as a homomorphism that turns addition of wavevectors into multiplication of phases. `planeWave_injective` shows that different \(r\) give different waves, by choosing \(p=\pi/(r-r')\), where the two are in antiphase. Mathlib's `linearIndependent_monoidHom` says that distinct homomorphisms of this kind are linearly independent, so every \(S_r\) vanishes. The other direction is the main bound at \(q=0\).

`tendsto_vertex_div` differentiates the finite sum term by term and converts the derivative into a limit of difference quotients, where \(V(p,0)=0\) removes the subtracted value. For the example, `bondCoupling_sum` reduces every lattice sum to two terms, and `bondCoupling_witness` records the sum rule, the moment and the vertex. In `prefactor_optimal` the limiting coefficient is \(i\), with modulus one, and `le_of_tendsto` carries the assumed bound over to the limit.

## Requiring the sum rule in both indices

The definition could also have demanded \(\sum_r\Psi(r,s)=0\) for every \(s\), as permutation symmetry would imply. Both phases could then be subtracted, leaving \((e^{ipr}-1)(e^{iqs}-1)\) in each term, and the same estimate would give \(|p||q|\sum|r||s||\Psi(r,s)|\). That version shows the decoupling of either phonon, but it needs the stronger hypothesis. The one-sided version isolates what is required for the phonon with wavevector \(q\).

## Sum-rule residuals in a scattering calculation

Third-order constants obtained from finite differences or an unconstrained fit generally satisfy the sum rule only approximately. The residuals \(S_r\) then leave \(V(p,0)=\sum_r S_r e^{ipr}\), a coupling to rigid translation. In a scattering amplitude the vertex is multiplied by \(\omega_q^{-1/2}\), which grows as the acoustic frequency \(\omega_q\) goes to zero, so even a small residual can spoil the long-wavelength rates.

A code can therefore check the \(S_r\) before the Fourier transform. In this one-component, finite-range chain, replacing \(\Psi(r,0)\) by \(\Psi(r,0)-S_r\) restores the hypothesis of the bound exactly. That simple correction can break permutation symmetry, so for a real crystal it is better to impose the sum rules and the symmetries together, for example as linear constraints in the fit.
